# For a finite POVM with real outcomes xᵢ, the outcome variance is at least the variance of A = ∑ xᵢ Eᵢ

## Can I put the variance of A into my shot budget?

To fix the number of shots S for an estimate of ⟨A⟩, I divide a variance V by the square of the standard error ε that I can accept:

S = V / ε²

My readout is noisy, so I describe it by a POVM with effects Eᵢ instead of projectors. I have assigned real values xᵢ to the outcomes such that ∑ xᵢ Eᵢ = A, and the average of the records is then right. For V I have been using ⟨A²⟩ − ⟨A⟩², which I can compute from my trial state. Is that safe? I would expect a noisy detector to scatter more, but blurring also pulls averages together, so could the records scatter less than A itself?

## The detector adds ⟨N⟩ ≥ 0 to the variance of A

They can't scatter less, as far as the true variance of the outcome distribution is concerned. If the device really prepares your trial state, your V is a lower bound, so your S may be too small. The missing part is the expectation value of a noise operator,

N = ∑ xᵢ² Eᵢ − A²

which is positive semidefinite. This matters when energies are estimated from repeated measurements on a quantum processor, provided that the system is finite-dimensional and every shot uses the same known POVM with finitely many outcomes. If groups of Hamiltonian terms are measured in separate runs, A is the group measured in one run, not the whole Hamiltonian.

### The derivation

The effects are positive semidefinite and ∑ Eᵢ = 1. Physically, no outcome has a negative probability, and every shot gives one of the listed outcomes; lost shots need an outcome of their own. Write Dᵢ = xᵢ·1 − A and expand:

Dᵢ Eᵢ Dᵢ = xᵢ² Eᵢ − xᵢ Eᵢ A − xᵢ A Eᵢ + A Eᵢ A

Summing over i, the two middle terms give −A² each, and the last gives A·1·A = A². Hence

∑ Dᵢ Eᵢ Dᵢ = ∑ xᵢ² Eᵢ − A² = N

Since the xᵢ are real and the Eᵢ Hermitian, Dᵢ is Hermitian. For any vector v,

v† Dᵢ Eᵢ Dᵢ v = (Dᵢ v)† Eᵢ (Dᵢ v) ≥ 0

so N is positive semidefinite. A density matrix can be written as ρ = s†s, and therefore

⟨N⟩ = tr(s†s N) = tr(s N s†) ≥ 0

Now let pᵢ = tr(ρEᵢ). These probabilities sum to tr ρ = 1, and their mean outcome is m = ∑ pᵢ xᵢ = ⟨A⟩. The outcome variance is

∑ pᵢ (xᵢ − m)² = ∑ pᵢ xᵢ² − m² = ⟨A² + N⟩ − ⟨A⟩² = Var(A) + ⟨N⟩

When is N = 0? A sum of positive semidefinite terms vanishes only if every term does, so Dᵢ Eᵢ Dᵢ = 0. Then (Dᵢ v)† Eᵢ (Dᵢ v) = 0 for every v, which forces Eᵢ Dᵢ v = 0. So Eᵢ A = xᵢ Eᵢ, and the adjoint gives A Eᵢ = xᵢ Eᵢ. Evaluating Eᵢ A Eⱼ both ways,

xᵢ Eᵢ Eⱼ = xⱼ Eᵢ Eⱼ

For distinct outcomes this means Eᵢ Eⱼ = 0 when i ≠ j, and completeness gives Eᵢ = Eᵢ ∑ Eⱼ = Eᵢ². Conversely, orthogonal projections satisfy Eᵢ A = xᵢ Eᵢ, so A² = ∑ xᵢ Eᵢ A = ∑ xᵢ² Eᵢ and N = 0.

For an unsharp qubit readout with effects (1 ± ησ_z)/2, where 0 ≤ η < 1, and outcomes ±1, A = ησ_z and N = (1 − η²)·1. The average is indeed pulled towards zero, but the variance of the records is 1 − η²⟨σ_z⟩², which is never below Var(A) = η²(1 − ⟨σ_z⟩²). To estimate ⟨σ_z⟩ itself when η ≠ 0, assign the values ±1/η instead. Then A = σ_z, and the variance of the records is 1/η² − ⟨σ_z⟩².

### The Lean statements in physical terms

The finite type `ι` labels outcomes and `n` labels basis states. `IsPOVM E` holds the two conditions on the effects. `observable E x` is A, the mean operator; some texts call the whole POVM the observable. `noise E x` is N, `deviation E x i` is Dᵢ, and `expect ρ M` is Re tr(ρM). Taking the real part loses nothing when ρ and M are Hermitian.

`noise_posSemidef` states that N is positive semidefinite. `outcomeVar_eq` is the exact decomposition for a POVM; of ρ it asks only that tr ρ = 1. `quantumVar_le_outcomeVar` is the inequality, for ρ positive semidefinite with unit trace. `noise_eq_zero_iff` is the equality case for the operator N, with distinct outcomes expressed by `Function.Injective x`; a projection may be zero there. `unsharpZ_witness` gives the qubit example for |η| ≤ 1, where outcome 0 has the value +1 and outcome 1 the value −1.

The step to your laboratory is the assumption that shots are independent draws from pᵢ = tr(ρEᵢ) with the effects you calibrated. `outcomeVar` is the variance of that distribution; the sample variance of a short run fluctuates and may fall below Var(A).

```lean
import Mathlib

open Matrix
open scoped ComplexOrder MatrixOrder

namespace POVMVariance

noncomputable section

variable {ι n : Type*} [Fintype ι] [Fintype n] [DecidableEq n]

/-- A finite POVM: positive semidefinite effects that sum to the identity. -/
structure IsPOVM (E : ι → Matrix n n ℂ) : Prop where
  posSemidef : ∀ i, (E i).PosSemidef
  sum_eq_one : ∑ i, E i = 1

/-- The operator `∑ xᵢ Eᵢ` built from effects `Eᵢ` and real outcomes `xᵢ`. -/
def observable (E : ι → Matrix n n ℂ) (x : ι → ℝ) : Matrix n n ℂ :=
  ∑ i, (x i : ℂ) • E i

/-- The noise operator `∑ xᵢ² Eᵢ - A²`, where `A = ∑ xᵢ Eᵢ`. -/
def noise (E : ι → Matrix n n ℂ) (x : ι → ℝ) : Matrix n n ℂ :=
  observable E (fun i => x i ^ 2) - observable E x * observable E x

/-- The deviation `xᵢ - A` of an outcome from the operator `A = ∑ xᵢ Eᵢ`. -/
def deviation (E : ι → Matrix n n ℂ) (x : ι → ℝ) (i : ι) : Matrix n n ℂ :=
  (x i : ℂ) • 1 - observable E x

/-- The real part of `tr (ρ M)`, the expectation value of `M` in the state `ρ`. -/
def expect (ρ M : Matrix n n ℂ) : ℝ := (ρ * M).trace.re

/-- The variance `⟨A²⟩ - ⟨A⟩²` of an operator in the state `ρ`. -/
def quantumVar (ρ A : Matrix n n ℂ) : ℝ := expect ρ (A * A) - expect ρ A ^ 2

/-- The variance of the recorded outcomes, with weights `pᵢ = ⟨Eᵢ⟩`. -/
def outcomeVar (ρ : Matrix n n ℂ) (E : ι → Matrix n n ℂ) (x : ι → ℝ) : ℝ :=
  ∑ i, expect ρ (E i) * (x i - ∑ j, expect ρ (E j) * x j) ^ 2

omit [Fintype n] in
/-- For a POVM with real outcomes, each deviation `xᵢ - A` is Hermitian. -/
theorem deviation_isHermitian {E : ι → Matrix n n ℂ} (hE : IsPOVM E) (x : ι → ℝ) (i : ι) :
    (deviation E x i)ᴴ = deviation E x i := by
  have h : ∀ j, (E j)ᴴ = E j := fun j => (hE.posSemidef j).isHermitian.eq
  simp [deviation, observable, conjTranspose_sub, conjTranspose_smul, conjTranspose_sum, h]

/-- For a POVM, the noise operator is the sum of the terms `(xᵢ - A) Eᵢ (xᵢ - A)`. -/
theorem noise_eq_sum {E : ι → Matrix n n ℂ} (hE : IsPOVM E) (x : ι → ℝ) :
    noise E x = ∑ i, deviation E x i * E i * deviation E x i := by
  have h1 : ∀ C, ∑ i, (x i : ℂ) • (E i * C) = observable E x * C := fun C => by
    simp only [observable, Finset.sum_mul, smul_mul_assoc]
  have h2 : ∀ C, ∑ i, (x i : ℂ) • (C * E i) = C * observable E x := fun C => by
    simp only [observable, Finset.mul_sum, mul_smul_comm]
  have h3 : ∀ C, ∑ i, C * E i * C = C * C := fun C => by
    rw [← Finset.sum_mul, ← Finset.mul_sum, hE.sum_eq_one, mul_one]
  -- expand one term of the sum
  have ht : ∀ i C, ((x i : ℂ) • 1 - C) * E i * ((x i : ℂ) • 1 - C)
      = ((x i ^ 2 : ℝ) : ℂ) • E i - (x i : ℂ) • (E i * C) - (x i : ℂ) • (C * E i)
        + C * E i * C := fun i C => by
    simp only [sub_mul, mul_sub, smul_mul_assoc, mul_smul_comm, one_mul, mul_one]
    push_cast
    module
  have h0 : observable E (fun i => x i ^ 2) = ∑ i, ((x i ^ 2 : ℝ) : ℂ) • E i := rfl
  simp only [deviation, ht, Finset.sum_add_distrib, Finset.sum_sub_distrib, h1, h2, h3]
  rw [noise, h0]
  abel

/-- For a POVM with real outcomes, `∑ xᵢ² Eᵢ - A²` is positive semidefinite. -/
theorem noise_posSemidef {E : ι → Matrix n n ℂ} (hE : IsPOVM E) (x : ι → ℝ) :
    (noise E x).PosSemidef := by
  rw [noise_eq_sum hE]
  refine Matrix.posSemidef_sum _ fun i _ => ?_
  have h := (hE.posSemidef i).mul_mul_conjTranspose_same (deviation E x i)
  rwa [deviation_isHermitian hE] at h

/-- A positive semidefinite operator has nonnegative expectation value in every
positive semidefinite `ρ`. -/
theorem expect_nonneg {ρ M : Matrix n n ℂ} (hρ : ρ.PosSemidef) (hM : M.PosSemidef) :
    0 ≤ expect ρ M := by
  -- `ρ` is a sum of squares `s† s`, and `tr (s† s M) = tr (s M s†)`
  have h : ρ ∈ AddSubmonoid.closure (Set.range fun s : Matrix n n ℂ => star s * s) :=
    StarOrderedRing.nonneg_iff.mp (Matrix.nonneg_iff_posSemidef.mpr hρ)
  refine AddSubmonoid.closure_induction (motive := fun r _ => 0 ≤ expect r M) ?_ ?_ ?_ h
  · rintro _ ⟨s, rfl⟩
    have hs := (hM.mul_mul_conjTranspose_same s).trace_nonneg
    have he : (star s * s * M).trace = (s * M * sᴴ).trace := by
      rw [star_eq_conjTranspose, mul_assoc, Matrix.trace_mul_comm]
    change 0 ≤ (star s * s * M).trace.re
    rw [he]
    exact (Complex.le_def.mp hs).1
  · simp [expect]
  · intro a b _ _ ha hb
    have hab : expect (a + b) M = expect a M + expect b M := by
      simp only [expect, add_mul, Matrix.trace_add, Complex.add_re]
    change 0 ≤ expect (a + b) M
    rw [hab]
    exact add_nonneg ha hb

/-- For a POVM and a matrix `ρ` of unit trace, the outcome variance is the variance of
`A = ∑ xᵢ Eᵢ` plus the expectation value of the noise operator. -/
theorem outcomeVar_eq {E : ι → Matrix n n ℂ} (hE : IsPOVM E) (x : ι → ℝ)
    {ρ : Matrix n n ℂ} (htr : ρ.trace = 1) :
    outcomeVar ρ E x = quantumVar ρ (observable E x) + expect ρ (noise E x) := by
  have hobs : ∀ y : ι → ℝ, expect ρ (observable E y) = ∑ i, expect ρ (E i) * y i := by
    intro y
    simp only [expect, observable, Finset.mul_sum, mul_smul_comm, Matrix.trace_sum,
      Matrix.trace_smul, smul_eq_mul, Complex.re_sum, Complex.re_ofReal_mul]
    exact Finset.sum_congr rfl fun i _ => mul_comm _ _
  -- the outcome probabilities sum to one
  have hp : ∑ i, expect ρ (E i) = 1 := by
    have h : ∑ i, expect ρ (E i) = expect ρ (∑ i, E i) := by
      simp only [expect, Finset.mul_sum, Matrix.trace_sum, Complex.re_sum]
    rw [h, hE.sum_eq_one, expect, mul_one, htr, Complex.one_re]
  have hvar : ∀ m : ℝ, ∑ i, expect ρ (E i) * (x i - m) ^ 2
      = ∑ i, expect ρ (E i) * x i ^ 2 - 2 * m * ∑ i, expect ρ (E i) * x i
        + m ^ 2 * ∑ i, expect ρ (E i) := by
    intro m
    rw [Finset.mul_sum, Finset.mul_sum, ← Finset.sum_sub_distrib, ← Finset.sum_add_distrib]
    exact Finset.sum_congr rfl fun i _ => by ring
  have hn : expect ρ (noise E x) = expect ρ (observable E (fun i => x i ^ 2))
      - expect ρ (observable E x * observable E x) := by
    simp only [expect, noise, mul_sub, Matrix.trace_sub, Complex.sub_re]
  rw [outcomeVar, hvar, hp, hn, quantumVar, hobs, hobs]
  ring

/-- In any density matrix, the outcome variance of a POVM with real outcomes is at least
the variance of `A = ∑ xᵢ Eᵢ`. -/
theorem quantumVar_le_outcomeVar {E : ι → Matrix n n ℂ} (hE : IsPOVM E) (x : ι → ℝ)
    {ρ : Matrix n n ℂ} (hρ : ρ.PosSemidef) (htr : ρ.trace = 1) :
    quantumVar ρ (observable E x) ≤ outcomeVar ρ E x := by
  rw [outcomeVar_eq hE x htr]
  linarith [expect_nonneg hρ (noise_posSemidef hE x)]

/-- If `E` is positive semidefinite, `K` is Hermitian and `K E K = 0`, then `E K = 0`. -/
theorem mul_eq_zero_of_sandwich {E K : Matrix n n ℂ} (hE : E.PosSemidef) (hK : Kᴴ = K)
    (h : K * E * K = 0) : E * K = 0 := by
  have hv : ∀ v, (E * K) *ᵥ v = 0 := by
    intro v
    rw [← Matrix.mulVec_mulVec]
    apply (hE.dotProduct_mulVec_zero_iff (K *ᵥ v)).mp
    rw [Matrix.star_mulVec, hK, ← Matrix.dotProduct_mulVec, Matrix.mulVec_mulVec,
      Matrix.mulVec_mulVec, h, Matrix.zero_mulVec, dotProduct_zero]
  ext a b
  have hab := congrFun (hv (Pi.single b 1)) a
  simpa using hab

/-- For a POVM with pairwise distinct real outcomes, the noise operator vanishes exactly when
the effects are mutually orthogonal projections. -/
theorem noise_eq_zero_iff [DecidableEq ι] {E : ι → Matrix n n ℂ} (hE : IsPOVM E)
    {x : ι → ℝ} (hx : Function.Injective x) :
    noise E x = 0 ↔ ∀ i j, E i * E j = if i = j then E i else 0 := by
  constructor
  · intro h
    rw [noise_eq_sum hE] at h
    have hpos : ∀ i ∈ Finset.univ, 0 ≤ deviation E x i * E i * deviation E x i := by
      intro i _
      have hi := (hE.posSemidef i).mul_mul_conjTranspose_same (deviation E x i)
      rw [deviation_isHermitian hE] at hi
      exact Matrix.nonneg_iff_posSemidef.mpr hi
    -- every term vanishes, so each effect is supported on an eigenspace of `A`
    have hr : ∀ i, E i * observable E x = (x i : ℂ) • E i := by
      intro i
      have hi := mul_eq_zero_of_sandwich (hE.posSemidef i) (deviation_isHermitian hE x i)
        ((Finset.sum_eq_zero_iff_of_nonneg hpos).mp h i (Finset.mem_univ i))
      rw [deviation, mul_sub, mul_smul_comm, mul_one] at hi
      exact (sub_eq_zero.mp hi).symm
    have hA : (observable E x)ᴴ = observable E x := by
      have hj : ∀ j, (E j)ᴴ = E j := fun j => (hE.posSemidef j).isHermitian.eq
      simp [observable, conjTranspose_sum, conjTranspose_smul, hj]
    have hl : ∀ i, observable E x * E i = (x i : ℂ) • E i := by
      intro i
      have hi := congrArg conjTranspose (hr i)
      simpa [conjTranspose_mul, conjTranspose_smul, hA,
        (hE.posSemidef i).isHermitian.eq] using hi
    have ho : ∀ i j, i ≠ j → E i * E j = 0 := by
      intro i j hij
      have h1 : (x i : ℂ) • (E i * E j) = (x j : ℂ) • (E i * E j) := by
        rw [← smul_mul_assoc, ← hr i, mul_assoc, hl j, mul_smul_comm]
      have h2 : ((x i : ℂ) - x j) • (E i * E j) = 0 := by
        rw [sub_smul, h1, sub_self]
      refine (smul_eq_zero.mp h2).resolve_left fun h3 => hij (hx ?_)
      exact Complex.ofReal_injective (sub_eq_zero.mp h3)
    intro i j
    split_ifs with hij
    · subst hij
      -- completeness turns orthogonality into idempotency
      have hs : E i * ∑ k, E k = E i * E i := by
        rw [Finset.mul_sum]
        exact Finset.sum_eq_single i (fun k _ hk => ho i k hk.symm)
          (fun hi => absurd (Finset.mem_univ i) hi)
      rw [← hs, hE.sum_eq_one, mul_one]
    · exact ho i j hij
  · intro h
    have hr : ∀ i, E i * observable E x = (x i : ℂ) • E i := by
      intro i
      simp [observable, Finset.mul_sum, h]
    have hsq : observable E x * observable E x = observable E (fun i => x i ^ 2) := by
      have hm : ∀ C, observable E x * C = ∑ i, (x i : ℂ) • (E i * C) := fun C => by
        simp only [observable, Finset.sum_mul, smul_mul_assoc]
      rw [hm]
      change _ = ∑ i, ((x i ^ 2 : ℝ) : ℂ) • E i
      refine Finset.sum_congr rfl fun i _ => ?_
      rw [hr, smul_smul]
      push_cast
      rw [sq]
    rw [noise, hsq, sub_self]

/-- The two diagonal qubit matrices `(1 ± η σ_z) / 2`, which are effects when `|η| ≤ 1`. -/
def unsharpZ (η : ℝ) (i : Fin 2) : Matrix (Fin 2) (Fin 2) ℂ :=
  Matrix.diagonal fun k => (((1 + if i = k then η else -η) / 2 : ℝ) : ℂ)

/-- For `|η| ≤ 1` the effects `(1 ± η σ_z) / 2` form a POVM, and with outcomes `±1` their
noise operator is `(1 - η²)` times the identity. -/
theorem unsharpZ_witness {η : ℝ} (hη : |η| ≤ 1) :
    IsPOVM (unsharpZ η) ∧ noise (unsharpZ η) ![1, -1] = ((1 - η ^ 2 : ℝ) : ℂ) • 1 := by
  obtain ⟨h1, h2⟩ := abs_le.mp hη
  refine ⟨⟨fun i => ?_, ?_⟩, ?_⟩
  · refine Matrix.posSemidef_diagonal_iff.mpr fun k => Complex.zero_le_real.mpr ?_
    split_ifs <;> linarith
  · ext a b
    fin_cases a <;> fin_cases b <;> simp [unsharpZ, Fin.sum_univ_two] <;> ring
  · ext a b
    fin_cases a <;> fin_cases b <;>
      simp [noise, observable, unsharpZ, Fin.sum_univ_two] <;> ring

end

end POVMVariance
```

```lean
#print axioms POVMVariance.quantumVar_le_outcomeVar
#print axioms POVMVariance.noise_eq_zero_iff
```

```
'POVMVariance.quantumVar_le_outcomeVar' depends on axioms: [propext, Classical.choice, Quot.sound]
'POVMVariance.noise_eq_zero_iff' depends on axioms: [propext, Classical.choice, Quot.sound]
```

### From the expansion to the inequality

`noise_eq_sum` is the expansion of Dᵢ Eᵢ Dᵢ. Its step `ht` expands one term for a general matrix C in place of A, and `h1`, `h2` and `h3` sum the pieces, with completeness entering in `h3`. `noise_posSemidef` then shows that each term is positive semidefinite and adds them up.

`expect_nonneg` differs slightly from the derivation above: it takes ρ to be a finite sum of matrices s†s instead of a single one. `AddSubmonoid.closure_induction` therefore asks for three checks: one square, the zero matrix, and a sum of two matrices that already pass. The first is the cyclic-trace argument.

In `outcomeVar_eq`, `hobs` identifies the mean outcome with ⟨A⟩, `hp` shows that the probabilities sum to one, and `hvar` expands the square. The main inequality follows by `linarith` from this identity and ⟨N⟩ ≥ 0.

For the equality case, `mul_eq_zero_of_sandwich` passes from Dᵢ Eᵢ Dᵢ = 0 to Eᵢ Dᵢ = 0 by acting on vectors. In `noise_eq_zero_iff`, `hr` and `hl` are the relations Eᵢ A = xᵢ Eᵢ and A Eᵢ = xᵢ Eᵢ, `ho` is orthogonality, and `hs` supplies idempotency. The qubit example is checked entry by entry.

### The lemma behind both positivity steps

Mathlib's `mul_mul_conjTranspose_same` says that if M is positive semidefinite, then so is B M B† for any matrix B of fitting size. With B = Dᵢ and M = Eᵢ it makes each term of N positive; with B = s and M = N it makes ⟨N⟩ nonnegative. The lemma always returns a conjugate transpose on the right, whereas the expansion has Dᵢ on both sides. That is why `deviation_isHermitian` is proved first: rewriting with it turns Dᵢ Eᵢ Dᵢ† into Dᵢ Eᵢ Dᵢ. This is where the reality of the outcomes enters.

### Effects with a negative eigenvalue

Suppose that the effects still sum to the identity but need not be positive, as can happen when they come from an unconstrained fit to calibration data. In dimension one, take E₀ = 2, E₁ = −1, x₀ = 0 and x₁ = 1. Then A = −1 and

N = −1 − 1 = −2

With ρ = 1, the variance of A is 0, while the formula for the outcome variance gives 2·1² − 1·2² = −2. Hermitian effects that sum to the identity are thus not enough for the inequality. Before you add ⟨N⟩ to V, check the eigenvalues of the fitted effects.
